# On finite probability spaces, an action difference in [a,b] has variational gap at most (b−a)²/8, and 1/8 is the best constant

How far the first-order estimate of a free-energy difference can lie above the exact value is asked here for a finite set of configurations, so that every thermal average is a weighted sum. Let \(S_0\) and \(S\) be the reference and target Euclidean actions in units of \(\hbar\), and let \(X=S-S_0\). With reference weights \(p_i\propto e^{-S_0(i)}\) and free energies in units of \(k_BT\), the exact value is \(-\log\langle e^{-X}\rangle\) and the first-order estimate is \(\langle X\rangle\). Their difference is the gap

\[ \log\langle e^{-X}\rangle+\langle X\rangle . \]

For such finite systems, the result bounds the error of the Gibbs–Bogoliubov–Feynman estimate used in path-integral work by the range of \(X\) alone. A ring polymer has continuous bead positions; the passage from sums to integrals over them is not treated here, and the ceiling says nothing when \(X\) is unbounded.

The configurations \(i\) form a finite type `ι`.

```lean
import Mathlib

open Finset

namespace SharpGapCeiling

noncomputable section

variable {ι : Type*} [Fintype ι]
```

The weights are real, nonnegative and normalised; some may vanish.

```lean
/-- Probability weights on a finite set of configurations: nonnegative, with sum one. -/
structure IsProb (p : ι → ℝ) : Prop where
  nonneg : ∀ i, 0 ≤ p i
  sum_one : ∑ i, p i = 1
```

The average is \(\langle f\rangle=\sum_i p_i f_i\), written `mean p f`.

```lean
/-- The average `⟨f⟩` of an observable with weights `p`. -/
def mean (p f : ι → ℝ) : ℝ := ∑ i, p i * f i
```

The gap is a function of the weights and of \(X\).

```lean
/-- The variational gap `log ⟨exp(-X)⟩ + ⟨X⟩` of an action difference `X`. -/
def gap (p X : ι → ℝ) : ℝ := Real.log (mean p fun i => Real.exp (-X i)) + mean p X
```

## From the reference to the target ensemble

A coupling \(t\) leads from the reference at \(t=0\) to the target at \(t=1\). The sum \(Z(t)=\langle e^{-tX}\rangle\) is a ratio of partition functions in the usual sense, with \(Z(0)=1\).

```lean
/-- The partition sum `Z(t) = ⟨exp(-tX)⟩` at coupling `t`. -/
def partitionSum (p X : ι → ℝ) (t : ℝ) : ℝ := ∑ i, p i * Real.exp (-(t * X i))
```

The ensemble at coupling \(t\) has weights \(p_i e^{-tX_i}/Z(t)\).

```lean
/-- The weights `p exp(-tX) / Z(t)` of the ensemble at coupling `t`, for `Z(t) ≠ 0`. -/
def tilted (p X : ι → ℝ) (t : ℝ) (i : ι) : ℝ :=
  p i * Real.exp (-(t * X i)) / partitionSum p X t
```

Since the weights sum to one, at least one is positive. Its term in \(Z(t)\) is positive and the others are nonnegative, so \(Z(t)>0\).

```lean
/-- The partition sum of a probability distribution is positive at every coupling. -/
theorem partitionSum_pos {p : ι → ℝ} (hp : IsProb p) (X : ι → ℝ) (t : ℝ) :
    0 < partitionSum p X t := by
  obtain ⟨i, hi⟩ : ∃ i, 0 < p i := by
    by_contra h
    have h' : ∑ i, p i ≤ 0 :=
      Finset.sum_nonpos fun i _ => not_lt.mp fun hi => h ⟨i, hi⟩
    linarith [hp.sum_one]
  exact Finset.sum_pos' (fun j _ => mul_nonneg (hp.nonneg j) (Real.exp_pos _).le)
    ⟨i, Finset.mem_univ i, mul_pos hi (Real.exp_pos _)⟩
```

Division by \(Z(t)\) therefore gives nonnegative weights with sum one.

```lean
/-- Tilting a probability distribution gives a probability distribution. -/
theorem tilted_isProb {p : ι → ℝ} (hp : IsProb p) (X : ι → ℝ) (t : ℝ) :
    IsProb (tilted p X t) where
  nonneg i := div_nonneg (mul_nonneg (hp.nonneg i) (Real.exp_pos _).le)
    (partitionSum_pos hp X t).le
  sum_one := by
    unfold tilted
    rw [← Finset.sum_div]
    exact div_self (partitionSum_pos hp X t).ne'
```

## Variance in a bounded range

If every \(X_i\) lies in \([a,b]\), then \((b-X_i)(X_i-a)\ge 0\). Averaging gives \(\langle X^2\rangle\le(a+b)\langle X\rangle-ab\), hence

\[ \langle X^2\rangle-\langle X\rangle^2\le\frac{(b-a)^2}{4}-\Big(\langle X\rangle-\frac{a+b}{2}\Big)^2\le\frac{(b-a)^2}{4}. \]

In Lean, `Set.Icc a b` is the closed interval, `h1` expands the average, and the final square is given to `nlinarith` as a hint.

```lean
/-- Under probability weights `p`, the variance of a quantity with values in `[a,b]` is at most
`(b-a)²/4`. -/
theorem variance_le {p X : ι → ℝ} {a b : ℝ} (hp : IsProb p)
    (hX : ∀ i, X i ∈ Set.Icc a b) :
    mean p (fun i => X i ^ 2) - mean p X ^ 2 ≤ (b - a) ^ 2 / 4 := by
  -- average the nonnegative quantity (b - X)(X - a)
  have h0 : 0 ≤ ∑ i, p i * ((b - X i) * (X i - a)) :=
    Finset.sum_nonneg fun i _ => mul_nonneg (hp.nonneg i)
      (mul_nonneg (sub_nonneg.mpr (hX i).2) (sub_nonneg.mpr (hX i).1))
  have h1 : ∑ i, p i * ((b - X i) * (X i - a))
      = (a + b) * mean p X - mean p (fun i => X i ^ 2) - a * b := by
    have h2 : ∑ i, p i * ((b - X i) * (X i - a))
        = ∑ i, ((a + b) * (p i * X i) - p i * X i ^ 2 - a * b * p i) :=
      Finset.sum_congr rfl fun i _ => by ring
    rw [h2, Finset.sum_sub_distrib, Finset.sum_sub_distrib, ← Finset.mul_sum,
      ← Finset.mul_sum, hp.sum_one, mul_one]
    rfl
  nlinarith [sq_nonneg (mean p X - (a + b) / 2)]
```

## Slopes along the coupling

For any coefficients \(c_i\), termwise differentiation gives

\[ \frac{d}{dt}\sum_i c_i e^{-tX_i}=-\sum_i c_iX_i e^{-tX_i}. \]

```lean
private theorem hasDerivAt_sum_exp (c X : ι → ℝ) (t : ℝ) :
    HasDerivAt (fun s => ∑ i, c i * Real.exp (-(s * X i)))
      (-∑ i, c i * X i * Real.exp (-(t * X i))) t := by
  have h : ∀ i ∈ (Finset.univ : Finset ι), HasDerivAt
      (fun s => c i * Real.exp (-(s * X i))) (-(c i * X i * Real.exp (-(t * X i)))) t := by
    intro i _
    have h1 : HasDerivAt (fun s : ℝ => -(s * X i)) (-(1 * X i)) t :=
      ((hasDerivAt_id' t).mul_const (X i)).fun_neg
    exact (h1.exp.const_mul (c i)).congr_deriv (by ring)
  exact (HasDerivAt.fun_sum h).congr_deriv (by simp only [Finset.sum_neg_distrib])
```

An average in the tilted ensemble is a ratio of sums, \(\langle f\rangle_t=\sum_i p_i f_i e^{-tX_i}/Z(t)\).

```lean
private theorem mean_tilted (p X f : ι → ℝ) (t : ℝ) :
    mean (tilted p X t) f
      = (∑ i, p i * f i * Real.exp (-(t * X i))) / partitionSum p X t := by
  rw [mean, Finset.sum_div]
  refine Finset.sum_congr rfl fun i _ => ?_
  unfold tilted
  ring
```

With \(c_i=p_i\), the chain rule gives \((\log Z)'=Z'/Z=-\langle X\rangle_t\), the relation behind thermodynamic integration.

```lean
/-- For probability weights `p`, the slope of `log Z` at coupling `t` is minus the tilted mean of
`X`. -/
theorem hasDerivAt_log_partitionSum {p : ι → ℝ} (hp : IsProb p) (X : ι → ℝ) (t : ℝ) :
    HasDerivAt (fun s => Real.log (partitionSum p X s)) (-mean (tilted p X t) X) t := by
  have hZ : HasDerivAt (partitionSum p X) (-∑ i, p i * X i * Real.exp (-(t * X i))) t :=
    hasDerivAt_sum_exp p X t
  exact (hZ.log (partitionSum_pos hp X t).ne').congr_deriv (by rw [mean_tilted, neg_div])
```

Write \(N=\sum_i p_iX_ie^{-tX_i}\) and \(A=\sum_i p_iX_i^2e^{-tX_i}\). Then \(N'=-A\) and \(Z'=-N\), and the quotient rule gives

\[ \frac{d}{dt}\langle X\rangle_t=\frac{-AZ+N^2}{Z^2}=-\big(\langle X^2\rangle_t-\langle X\rangle_t^2\big). \]

The identity `alg` is this last rearrangement.

```lean
/-- For probability weights `p`, the slope of the tilted mean of `X` at coupling `t` is minus the
tilted variance of `X`. -/
theorem hasDerivAt_mean_tilted {p : ι → ℝ} (hp : IsProb p) (X : ι → ℝ) (t : ℝ) :
    HasDerivAt (fun s => mean (tilted p X s) X)
      (-(mean (tilted p X t) (fun i => X i ^ 2) - mean (tilted p X t) X ^ 2)) t := by
  have hN : HasDerivAt (fun s => ∑ i, p i * X i * Real.exp (-(s * X i)))
      (-∑ i, p i * X i ^ 2 * Real.exp (-(t * X i))) t :=
    (hasDerivAt_sum_exp (fun i => p i * X i) X t).congr_deriv
      (congrArg Neg.neg (Finset.sum_congr rfl fun i _ => by ring))
  have hZ : HasDerivAt (partitionSum p X) (-∑ i, p i * X i * Real.exp (-(t * X i))) t :=
    hasDerivAt_sum_exp p X t
  have alg : ∀ A N Z : ℝ, Z ≠ 0 →
      (-A * Z - N * -N) / Z ^ 2 = -(A / Z - (N / Z) ^ 2) := by
    intro A N Z hZ0
    have h : A / Z = A * Z / Z ^ 2 := by field_simp
    rw [h, div_pow]
    ring
  have hfun : (fun s => mean (tilted p X s) X) = fun s =>
      (∑ i, p i * X i * Real.exp (-(s * X i))) / partitionSum p X s :=
    funext fun s => mean_tilted p X X s
  rw [hfun, mean_tilted, mean_tilted]
  exact (hN.fun_div hZ (partitionSum_pos hp X t).ne').congr_deriv
    (alg _ _ _ (partitionSum_pos hp X t).ne')
```

## The ceiling

Set \(K=(b-a)^2/4\). The variance bound holds in every tilted ensemble, so \(\langle X\rangle_t+Kt\) never decreases, and \(\langle X\rangle_t\ge\langle X\rangle-Kt\) for \(t\ge0\). Now let

\[ F(t)=\log Z(t)+t\langle X\rangle-\tfrac{K}{2}t^2,\qquad F'(t)=-\langle X\rangle_t+\langle X\rangle-Kt\le0\quad(t\ge0) . \]

From \(F(1)\le F(0)=0\) the gap is at most \(K/2=(b-a)^2/8\). The two monotonicity statements are `hmono` and `hanti`; they take the place of integrals over \(t\).

```lean
/-- Gap ceiling: if the action difference `X` takes values in `[a,b]` on a finite
probability space, then `log ⟨exp(-X)⟩ + ⟨X⟩ ≤ (b-a)²/8`. -/
theorem gap_le {p X : ι → ℝ} {a b : ℝ} (hp : IsProb p)
    (hX : ∀ i, X i ∈ Set.Icc a b) : gap p X ≤ (b - a) ^ 2 / 8 := by
  have hZ0 : partitionSum p X 0 = 1 := by simp [partitionSum, hp.sum_one]
  have ht0 : tilted p X 0 = p := by
    funext i
    simp [tilted, hZ0]
  -- the tilted mean falls at a rate of at most (b - a)² / 4
  have hg : ∀ s, HasDerivAt (fun s => mean (tilted p X s) X + (b - a) ^ 2 / 4 * s)
      (-(mean (tilted p X s) (fun i => X i ^ 2) - mean (tilted p X s) X ^ 2)
        + (b - a) ^ 2 / 4 * 1) s := fun s =>
    (hasDerivAt_mean_tilted hp X s).fun_add ((hasDerivAt_id' s).const_mul _)
  have hmono := monotone_of_deriv_nonneg (fun s => (hg s).differentiableAt) (fun s => by
    rw [(hg s).deriv]
    linarith [variance_le (tilted_isProb hp X s) hX])
  -- log Z(s) + s⟨X⟩ - (b - a)² s² / 8 does not increase for s ≥ 0
  have hf : ∀ s, HasDerivAt
      (fun s => Real.log (partitionSum p X s) + (s * mean p X - (b - a) ^ 2 / 8 * s ^ 2))
      (-mean (tilted p X s) X + (mean p X - (b - a) ^ 2 / 4 * s)) s := fun s =>
    (hasDerivAt_log_partitionSum hp X s).fun_add
      ((((hasDerivAt_id' s).mul_const (mean p X)).fun_sub
        ((hasDerivAt_pow 2 s).const_mul ((b - a) ^ 2 / 8))).congr_deriv
          (by norm_num; ring))
  have hanti := antitoneOn_of_deriv_nonpos (convex_Ici (0 : ℝ))
    (fun s _ => (hf s).continuousAt.continuousWithinAt)
    (fun s _ => (hf s).differentiableAt.differentiableWithinAt) (fun s hs => by
      have hs0 : (0 : ℝ) ≤ s := interior_subset hs
      have h := hmono hs0
      simp only [ht0, mul_zero, add_zero] at h
      rw [(hf s).deriv]
      linarith)
  have h := hanti (Set.mem_Ici.mpr le_rfl) (Set.mem_Ici.mpr zero_le_one) zero_le_one
  have hZ1 : partitionSum p X 1 = mean p fun i => Real.exp (-X i) := by
    simp [partitionSum, mean]
  simp only [hZ0, hZ1, Real.log_one] at h
  unfold gap
  linarith
```

## Why no smaller constant works

Take two configurations of weight \(1/2\) with \(X=\mp s\). Then \(\langle X\rangle=0\) and \(\langle e^{-X}\rangle=\cosh s\), so the gap is \(\log\cosh s\).

```lean
/-- A fair two-point system with action differences `-s` and `s` has gap `log cosh s`. -/
theorem gap_two_point (s : ℝ) :
    gap (fun _ : Fin 2 => 1 / 2) ![-s, s] = Real.log (Real.cosh s) := by
  have h1 : mean (fun _ : Fin 2 => 1 / 2) (fun i => Real.exp (-(![-s, s] i)))
      = Real.cosh s := by
    rw [Real.cosh_eq]
    simp [mean, Fin.sum_univ_two]
    ring
  have h2 : mean (fun _ : Fin 2 => 1 / 2) ![-s, s] = 0 := by
    simp [mean, Fin.sum_univ_two]
  rw [gap, h1, h2, add_zero]
```

For \(s\ge0\), \(\cosh s=1+2\sinh^2(s/2)\ge1+s^2/2\). Together with \(\log y\ge1-1/y\) for \(y>0\), this gives

\[ \log\cosh s\ge1-\frac{1}{1+s^2/2}=\frac{s^2}{2+s^2}. \]

```lean
private theorem le_log_cosh {s : ℝ} (hs : 0 ≤ s) :
    s ^ 2 / (2 + s ^ 2) ≤ Real.log (Real.cosh s) := by
  have hc : 1 + s ^ 2 / 2 ≤ Real.cosh s := by
    have h1 : s / 2 ≤ Real.sinh (s / 2) := Real.self_le_sinh_iff.mpr (by linarith)
    have h2 := Real.cosh_two_mul (s / 2)
    rw [Real.cosh_sq, mul_div_cancel₀ s (two_ne_zero' ℝ)] at h2
    nlinarith
  have hpos : 0 < 1 + s ^ 2 / 2 := by positivity
  have hinv : (Real.cosh s)⁻¹ ≤ (1 + s ^ 2 / 2)⁻¹ := inv_anti₀ hpos hc
  have hlog := Real.log_le_sub_one_of_pos (inv_pos.mpr (Real.cosh_pos s))
  rw [Real.log_inv] at hlog
  have he := inv_mul_cancel₀ hpos.ne'
  have hL : 1 - (1 + s ^ 2 / 2)⁻¹ ≤ Real.log (Real.cosh s) := by linarith
  have h2 : 0 < 2 + s ^ 2 := by positivity
  rw [div_le_iff₀ h2]
  nlinarith [mul_le_mul_of_nonneg_right hL h2.le]
```

Suppose that a constant \(C<1/8\) worked for all systems. Put \(D=1-8C>0\) and \(s^2=D\). The interval \([-s,s]\) has width \(2s\), so \(s^2/(2+s^2)\le4Cs^2\), which becomes

\[ 2\le(2+D)(1-D)=2-D-D^2, \]

a contradiction. Conversely, any \(C\ge1/8\) works by the ceiling. The constant is the best for a bound of this form that serves every width; it does not make the ceiling tight at each width. Since \(e^{-X}\le e^{-a}\), the gap is also at most \(\langle X\rangle-a\le b-a\), which is the smaller bound when \(b-a>8\). The theorem states this equivalence with the system size `n`, the weights, \(X\) and the interval all quantified before the bound.

```lean
/-- Sharp gap ceiling: the bound `log ⟨exp(-X)⟩ + ⟨X⟩ ≤ C (b-a)²` holds for all finite
probability spaces and all `X` with values in an interval `[a,b]` exactly when `C ≥ 1/8`. -/
theorem gap_ceiling_iff (C : ℝ) :
    (∀ (n : ℕ) (p X : Fin n → ℝ) (a b : ℝ), IsProb p → (∀ i, X i ∈ Set.Icc a b) →
      gap p X ≤ C * (b - a) ^ 2) ↔ 1 / 8 ≤ C := by
  constructor
  · intro h
    by_contra hC
    have hD : 0 < 1 - 8 * C := by linarith [not_le.mp hC]
    -- the two-point system with s² = 1 - 8C violates the bound
    obtain ⟨s, hs0, hs⟩ : ∃ s : ℝ, 0 ≤ s ∧ s ^ 2 = 1 - 8 * C :=
      ⟨√(1 - 8 * C), Real.sqrt_nonneg _, Real.sq_sqrt hD.le⟩
    have h2 := h 2 (fun _ => 1 / 2) ![-s, s] (-s) s
      ⟨fun _ => by norm_num, by norm_num [Fin.sum_univ_two]⟩
      (fun i => by fin_cases i <;> simp <;> linarith)
    rw [gap_two_point] at h2
    have h3 := (le_log_cosh hs0).trans h2
    have h4 : (s - -s) ^ 2 = 4 * s ^ 2 := by ring
    rw [div_le_iff₀ (by positivity), h4, hs] at h3
    nlinarith [mul_pos hD hD, mul_pos (mul_pos hD hD) hD]
  · intro hC n p X a b hp hX
    nlinarith [gap_le hp hX, mul_nonneg (sub_nonneg.mpr hC) (sq_nonneg (b - a))]
```

## Free-energy perturbation

In classical statistical mechanics, let \(E_0(i)\) be the reference energy of configuration \(i\), \(U_i\) its target energy minus \(E_0(i)\), and \(\beta\) the inverse temperature. With reference weights \(p_i\propto e^{-\beta E_0(i)}\), the free-energy difference is \(\Delta F=-\beta^{-1}\log\langle e^{-\beta U}\rangle\).

```lean
/-- The free-energy difference `-log ⟨exp(-βU)⟩ / β` for a perturbation energy `U` at
inverse temperature `β ≠ 0`. -/
def freeEnergyDiff (β : ℝ) (p U : ι → ℝ) : ℝ :=
  -Real.log (mean p fun i => Real.exp (-(β * U i))) / β
```

For \(\beta>0\) and \(U\) in \([a,b]\), the action difference \(X=\beta U\) lies in \([\beta a,\beta b]\). The ceiling reads \(\beta(\langle U\rangle-\Delta F)\le\beta^2(b-a)^2/8\), and division by \(\beta\) gives

\[ \langle U\rangle-\Delta F\le\frac{\beta(b-a)^2}{8}. \]

```lean
/-- For `β > 0`, probability weights `p` on a finite set of configurations and a perturbation energy
`U` with values in `[a,b]`, the first-order estimate `⟨U⟩` exceeds the free-energy difference by at
most `β (b-a)²/8`. -/
theorem first_order_error_le {p U : ι → ℝ} {a b β : ℝ} (hβ : 0 < β) (hp : IsProb p)
    (hU : ∀ i, U i ∈ Set.Icc a b) :
    mean p U - freeEnergyDiff β p U ≤ β * (b - a) ^ 2 / 8 := by
  have h := gap_le (X := fun i => β * U i) (a := β * a) (b := β * b) hp fun i =>
    ⟨mul_le_mul_of_nonneg_left (hU i).1 hβ.le, mul_le_mul_of_nonneg_left (hU i).2 hβ.le⟩
  have hm : mean p (fun i => β * U i) = β * mean p U := by
    unfold mean
    rw [Finset.mul_sum]
    exact Finset.sum_congr rfl fun i _ => by ring
  have hF : β * freeEnergyDiff β p U
      = -Real.log (mean p fun i => Real.exp (-(β * U i))) := by
    unfold freeEnergyDiff
    exact mul_div_cancel₀ _ hβ.ne'
  rw [gap, hm] at h
  refine le_of_mul_le_mul_left ?_ hβ
  nlinarith

end

end SharpGapCeiling
```

```lean
#print axioms SharpGapCeiling.gap_le
-- 'SharpGapCeiling.gap_le' depends on axioms: [propext, Classical.choice, Quot.sound]
#print axioms SharpGapCeiling.gap_ceiling_iff
-- 'SharpGapCeiling.gap_ceiling_iff' depends on axioms: [propext, Classical.choice, Quot.sound]
#print axioms SharpGapCeiling.first_order_error_le
-- 'SharpGapCeiling.first_order_error_le' depends on axioms: [propext, Classical.choice, Quot.sound]
```
